# The largest coefficient of a finite Schmidt decomposition is the maximal overlap with a normalised product state

Suppose an entangled state of two subsystems is to be replaced by the product state that overlaps with it most. A search that improves one factor at a time can stop too early. For the two-qubit state \(\tfrac45|00\rangle+\tfrac35|11\rangle\), a search started at \(|1\rangle\otimes|1\rangle\) finds the overlap \(3/5\) and stays there, because neither factor can be improved alone. The product \(|0\rangle\otimes|0\rangle\) reaches \(4/5\). Such a start is exceptional: if each step takes the best factor for the other one held fixed, and the factor held fixed first has any component along \(|0\rangle\), the search converges to the overlap \(4/5\). Comparing the end points found shows which of them is best, but only a bound over all product states shows that no other product state does better.

For a state written as a finite Schmidt sum, the bound is the largest coefficient. In tensor-network practice this gives the smallest error of cutting a single bond down to dimension one, for a pure state split into two parts with finitely many Schmidt terms.

## Two subsystems and a finite sum

Let \(H\) and \(K\) be the state spaces of the subsystems: complex inner product spaces of any dimension. The index \(k\) runs over a finite set, called `ι` in Lean. Inner products are conjugate-linear in the first argument, as in Dirac notation.

```lean
import Mathlib

open scoped InnerProductSpace TensorProduct

namespace SchmidtProductOverlap

variable {ι H K : Type*} [Fintype ι]
  [NormedAddCommGroup H] [InnerProductSpace ℂ H]
  [NormedAddCommGroup K] [InnerProductSpace ℂ K]
```

The state is

\[
\psi=\sum_k s_k\,u_k\otimes v_k ,\qquad s_k\in\mathbb R,\; u_k\in H,\; v_k\in K .
\]

```lean
/-- The vector `∑ k, s k • u k ⊗ v k` of the composite system, with real coefficients `s k`. -/
noncomputable def schmidtVector (s : ι → ℝ) (u : ι → H) (v : ι → K) : H ⊗[ℂ] K :=
  ∑ k, (s k : ℂ) • (u k ⊗ₜ[ℂ] v k)
```

Despite its name, `schmidtVector` accepts any real coefficients and any vectors. The Schmidt conditions enter the theorems as hypotheses: `hs` says \(s_k\ge 0\), which is the convention that phases are absorbed into the vectors, and `hu`, `hv` say that the two families are orthonormal. The norm of \(\psi\) is left free; when \(\psi\) is normalised, \(s_k^2\) is the probability of finding the pair \(u_k\otimes v_k\).

Bringing a given state into this form, usually by a singular value decomposition of its coefficient matrix, is assumed and not derived. States with infinitely many Schmidt terms are excluded.

## Overlaps with product vectors

The inner product of product vectors factorises, \(\langle a\otimes b,\,c\otimes d\rangle=\langle a,c\rangle\langle b,d\rangle\). By linearity in the second argument,

\[
\langle a\otimes b,\psi\rangle=\sum_k s_k\,\langle a,u_k\rangle\langle b,v_k\rangle .
\]

```lean
/-- The overlap of a product vector with `∑ k, s k • u k ⊗ v k` is the sum over `k` of `s k`
times the two local overlaps. -/
theorem inner_product_schmidtVector (s : ι → ℝ) (u : ι → H) (v : ι → K) (a : H) (b : K) :
    ⟪a ⊗ₜ[ℂ] b, schmidtVector s u v⟫_ℂ
      = ∑ k, (s k : ℂ) * (⟪a, u k⟫_ℂ * ⟪b, v k⟫_ℂ) := by
  simp only [schmidtVector, inner_sum, TensorProduct.smul_tmul', TensorProduct.inner_tmul,
    inner_smul_right, mul_assoc]
```

For \(a=u_j\), \(b=v_j\), orthonormality turns both local overlaps into Kronecker deltas:

\[
\langle u_j\otimes v_j,\psi\rangle=\sum_k s_k\,\delta_{jk}\,\delta_{jk}=s_j .
\]

```lean
/-- For orthonormal families, the overlap with the product vector `u j ⊗ v j` is the
coefficient `s j`. -/
theorem inner_pair_schmidtVector (s : ι → ℝ) {u : ι → H} {v : ι → K}
    (hu : Orthonormal ℂ u) (hv : Orthonormal ℂ v) (j : ι) :
    ⟪u j ⊗ₜ[ℂ] v j, schmidtVector s u v⟫_ℂ = (s j : ℂ) := by
  classical
  rw [inner_product_schmidtVector]
  simp [orthonormal_iff_ite.mp hu, orthonormal_iff_ite.mp hv]
```

The Lean proof does the same: `orthonormal_iff_ite` supplies the deltas and `simp` collapses the sum.

## From local overlaps to the bound

The overlaps of \(a\) with an orthonormal family are limited by its norm, since

\[
0\le\Big\|a-\sum_k\langle u_k,a\rangle u_k\Big\|^2=\|a\|^2-\sum_k|\langle u_k,a\rangle|^2 .
\]

The modulus does not change when the arguments are swapped, so \(\sum_k|\langle a,u_k\rangle|^2\le\|a\|^2\).

```lean
/-- Bessel's inequality: the squared overlaps of a vector with a finite orthonormal family
sum to at most its squared norm. -/
theorem sum_overlap_sq_le {u : ι → H} (hu : Orthonormal ℂ u) (a : H) :
    ∑ k, ‖⟪a, u k⟫_ℂ‖ ^ 2 ≤ ‖a‖ ^ 2 := by
  have h := hu.sum_inner_products_le a (s := Finset.univ)
  calc ∑ k, ‖⟪a, u k⟫_ℂ‖ ^ 2 = ∑ k, ‖⟪u k, a⟫_ℂ‖ ^ 2 :=
        Finset.sum_congr rfl fun k _ => by rw [norm_inner_symm]
    _ ≤ ‖a‖ ^ 2 := h
```

Mathlib provides this inequality, Bessel's, and the lemma only swaps the arguments.

Write \(x_k=|\langle a,u_k\rangle|\) and \(y_k=|\langle b,v_k\rangle|\). The triangle inequality and \(s_k\ge0\) give

\[
|\langle a\otimes b,\psi\rangle|\le\sum_k s_k\,x_k y_k .
\]

```lean
/-- For nonnegative coefficients, the modulus of the overlap with a product vector is at most
the sum of the coefficients weighted by the moduli of the local overlaps. -/
theorem norm_overlap_le_sum {s : ι → ℝ} (hs : ∀ k, 0 ≤ s k) (u : ι → H) (v : ι → K)
    (a : H) (b : K) :
    ‖⟪a ⊗ₜ[ℂ] b, schmidtVector s u v⟫_ℂ‖
      ≤ ∑ k, s k * (‖⟪a, u k⟫_ℂ‖ * ‖⟪b, v k⟫_ℂ‖) := by
  rw [inner_product_schmidtVector]
  refine (norm_sum_le _ _).trans (le_of_eq (Finset.sum_congr rfl fun k _ => ?_))
  rw [norm_mul, norm_mul, Complex.norm_real, Real.norm_of_nonneg (hs k)]
```

Let \(k_0\) be an index with \(s_k\le s_{k_0}\) for all \(k\). Replacing each coefficient by the largest one, then applying Cauchy–Schwarz and Bessel on both sides, gives

\[
\sum_k s_k x_k y_k\le s_{k_0}\sum_k x_k y_k
\le s_{k_0}\Big(\sum_k x_k^2\Big)^{1/2}\Big(\sum_k y_k^2\Big)^{1/2}
\le s_{k_0}\|a\|\,\|b\| .
\]

```lean
/-- For nonnegative coefficients with largest value `s k₀` and orthonormal families, the overlap
with any product vector `a ⊗ b` has modulus at most `s k₀ * (‖a‖ * ‖b‖)`. -/
theorem norm_overlap_le {s : ι → ℝ} {u : ι → H} {v : ι → K} (hs : ∀ k, 0 ≤ s k)
    (hu : Orthonormal ℂ u) (hv : Orthonormal ℂ v) {k₀ : ι} (hmax : ∀ k, s k ≤ s k₀)
    (a : H) (b : K) :
    ‖⟪a ⊗ₜ[ℂ] b, schmidtVector s u v⟫_ℂ‖ ≤ s k₀ * (‖a‖ * ‖b‖) := by
  -- Cauchy-Schwarz for the local overlaps, then Bessel on each side
  have hcs : (∑ k, ‖⟪a, u k⟫_ℂ‖ * ‖⟪b, v k⟫_ℂ‖) ^ 2 ≤ (‖a‖ * ‖b‖) ^ 2 := by
    refine (Finset.sum_mul_sq_le_sq_mul_sq _ _ _).trans ?_
    rw [mul_pow]
    exact mul_le_mul (sum_overlap_sq_le hu a) (sum_overlap_sq_le hv b)
      (Finset.sum_nonneg fun k _ => sq_nonneg _) (sq_nonneg _)
  have hle : ∑ k, ‖⟪a, u k⟫_ℂ‖ * ‖⟪b, v k⟫_ℂ‖ ≤ ‖a‖ * ‖b‖ :=
    (le_abs_self _).trans (abs_le_of_sq_le_sq hcs (by positivity))
  calc ‖⟪a ⊗ₜ[ℂ] b, schmidtVector s u v⟫_ℂ‖
      ≤ ∑ k, s k * (‖⟪a, u k⟫_ℂ‖ * ‖⟪b, v k⟫_ℂ‖) := norm_overlap_le_sum hs u v a b
    _ ≤ ∑ k, s k₀ * (‖⟪a, u k⟫_ℂ‖ * ‖⟪b, v k⟫_ℂ‖) :=
        Finset.sum_le_sum fun k _ => mul_le_mul_of_nonneg_right (hmax k) (by positivity)
    _ = s k₀ * ∑ k, ‖⟪a, u k⟫_ℂ‖ * ‖⟪b, v k⟫_ℂ‖ := by rw [Finset.mul_sum]
    _ ≤ s k₀ * (‖a‖ * ‖b‖) := mul_le_mul_of_nonneg_left hle (hs k₀)
```

In Lean, `hcs` is the squared form of Cauchy–Schwarz combined with Bessel, `hle` removes the squares, and the final `calc` block follows the displayed chain.

For unit vectors the right-hand side is \(s_{k_0}\), and the overlap at \(u_{k_0}\otimes v_{k_0}\) was computed above. Hence

\[
|\langle a\otimes b,\psi\rangle|\le s_{k_0}\quad(\|a\|=\|b\|=1),\qquad
|\langle u_{k_0}\otimes v_{k_0},\psi\rangle|=s_{k_0}.
\]

```lean
/-- For nonnegative coefficients and orthonormal families, the overlap of
`∑ k, s k • u k ⊗ v k` with a product of unit vectors has modulus at most the largest
coefficient `s k₀`, and the product `u k₀ ⊗ v k₀` attains this value. -/
theorem max_product_overlap {s : ι → ℝ} {u : ι → H} {v : ι → K} (hs : ∀ k, 0 ≤ s k)
    (hu : Orthonormal ℂ u) (hv : Orthonormal ℂ v) {k₀ : ι} (hmax : ∀ k, s k ≤ s k₀) :
    (∀ (a : H) (b : K), ‖a‖ = 1 → ‖b‖ = 1 →
      ‖⟪a ⊗ₜ[ℂ] b, schmidtVector s u v⟫_ℂ‖ ≤ s k₀) ∧
    ‖⟪u k₀ ⊗ₜ[ℂ] v k₀, schmidtVector s u v⟫_ℂ‖ = s k₀ := by
  constructor
  · intro a b ha hb
    have h := norm_overlap_le hs hu hv hmax a b
    rwa [ha, hb, mul_one, mul_one] at h
  · rw [inner_pair_schmidtVector s hu hv, Complex.norm_real, Real.norm_of_nonneg (hs k₀)]
```

The maximum over \(k\) is expressed by the index `k₀` together with the hypothesis `hmax`. The first half of the conclusion is the bound for all unit vectors, and the second half is its attainment.

Orthonormality of one family, with the other merely normalised, is not enough for the bound. Take \(u_1,u_2\) orthonormal, \(v_1=v_2=v\) a unit vector and \(s_1=s_2=1/\sqrt2\). Then \(\psi=\tfrac{1}{\sqrt2}(u_1+u_2)\otimes v\) is itself a normalised product vector and has overlap \(1\) with itself, which exceeds \(1/\sqrt2\).

## A strictly largest coefficient fixes the maximiser

Now let \(s_{k_0}>0\) and \(s_k<s_{k_0}\) for all \(k\ne k_0\), and suppose that unit vectors \(a,b\) reach an overlap of modulus \(s_{k_0}\). From \(2x_ky_k\le x_k^2+y_k^2\),

\[
2s_{k_0}\le 2\sum_k s_kx_ky_k\le\sum_k s_k(x_k^2+y_k^2).
\]

Bessel gives \(s_{k_0}\sum_k(x_k^2+y_k^2)\le 2s_{k_0}\). Subtracting,

\[
\sum_k (s_{k_0}-s_k)(x_k^2+y_k^2)\le 0 .
\]

No term is negative, so every term vanishes, and \(x_k=y_k=0\) for \(k\neq k_0\). What remains of the first estimate is \(s_{k_0}\le s_{k_0}x_{k_0}y_{k_0}\), so \(x_{k_0}y_{k_0}\ge1\). Both factors are at most \(1\) by Cauchy–Schwarz, hence both equal \(1\).

```lean
/-- Let the coefficients be nonnegative, the families orthonormal, and `s k₀` positive and strictly
larger than every other coefficient. If the overlap with `a ⊗ b`, for unit vectors `a`, `b`, has
modulus `s k₀`, then `a` has overlap of modulus one with `u k₀`, and `b` with `v k₀`. -/
theorem maximiser_unique {s : ι → ℝ} {u : ι → H} {v : ι → K} (hs : ∀ k, 0 ≤ s k)
    (hu : Orthonormal ℂ u) (hv : Orthonormal ℂ v) {k₀ : ι} (hpos : 0 < s k₀)
    (hgap : ∀ k, k ≠ k₀ → s k < s k₀) {a : H} {b : K} (ha : ‖a‖ = 1) (hb : ‖b‖ = 1)
    (heq : ‖⟪a ⊗ₜ[ℂ] b, schmidtVector s u v⟫_ℂ‖ = s k₀) :
    ‖⟪a, u k₀⟫_ℂ‖ = 1 ∧ ‖⟪b, v k₀⟫_ℂ‖ = 1 := by
  let x : ι → ℝ := fun k => ‖⟪a, u k⟫_ℂ‖
  let y : ι → ℝ := fun k => ‖⟪b, v k⟫_ℂ‖
  have h1 : s k₀ ≤ ∑ k, s k * (x k * y k) :=
    heq.symm.trans_le (norm_overlap_le_sum hs u v a b)
  have hx : ∑ k, x k ^ 2 ≤ 1 := (sum_overlap_sq_le hu a).trans_eq (by rw [ha, one_pow])
  have hy : ∑ k, y k ^ 2 ≤ 1 := (sum_overlap_sq_le hv b).trans_eq (by rw [hb, one_pow])
  have hx1 : x k₀ ≤ 1 :=
    (norm_inner_le_norm (𝕜 := ℂ) a (u k₀)).trans_eq (by rw [ha, hu.1 k₀, one_mul])
  have hy1 : y k₀ ≤ 1 :=
    (norm_inner_le_norm (𝕜 := ℂ) b (v k₀)).trans_eq (by rw [hb, hv.1 k₀, one_mul])
  change x k₀ = 1 ∧ y k₀ = 1
  -- the weight outside the leading pair, multiplied by the gaps, cannot be positive
  have h2 : ∑ k, (s k₀ - s k) * (x k ^ 2 + y k ^ 2) ≤ 0 := by
    have e : ∑ k, (s k₀ - s k) * (x k ^ 2 + y k ^ 2)
        = s k₀ * (∑ k, x k ^ 2 + ∑ k, y k ^ 2) - ∑ k, s k * (x k ^ 2 + y k ^ 2) := by
      rw [← Finset.sum_add_distrib, Finset.mul_sum, ← Finset.sum_sub_distrib]
      exact Finset.sum_congr rfl fun k _ => by ring
    have f : 2 * ∑ k, s k * (x k * y k) ≤ ∑ k, s k * (x k ^ 2 + y k ^ 2) := by
      rw [Finset.mul_sum]
      exact Finset.sum_le_sum fun k _ => by
        nlinarith [mul_nonneg (hs k) (sq_nonneg (x k - y k))]
    rw [e]
    nlinarith [mul_le_mul_of_nonneg_left (add_le_add hx hy) hpos.le]
  have hterm : ∀ k ∈ Finset.univ, 0 ≤ (s k₀ - s k) * (x k ^ 2 + y k ^ 2) := by
    intro k _
    by_cases hk : k = k₀
    · simp [hk]
    · exact mul_nonneg (sub_nonneg.mpr (hgap k hk).le) (by positivity)
  have hzero : ∀ k, k ≠ k₀ → x k = 0 := by
    intro k hk
    have h3 := (Finset.single_le_sum hterm (Finset.mem_univ k)).trans h2
    have h4 : x k ^ 2 + y k ^ 2 ≤ 0 :=
      nonpos_of_mul_nonpos_right h3 (sub_pos.mpr (hgap k hk))
    exact pow_eq_zero_iff two_ne_zero |>.mp
      (le_antisymm (by linarith [sq_nonneg (y k)]) (sq_nonneg (x k)))
  -- only the leading term survives
  rw [Finset.sum_eq_single k₀ (fun k _ hk => by rw [hzero k hk]; ring)
    (fun h => absurd (Finset.mem_univ k₀) h)] at h1
  have h5 : 1 ≤ x k₀ * y k₀ := le_of_mul_le_mul_left (by linarith) hpos
  have hxk : 0 ≤ x k₀ := norm_nonneg _
  have hyk : 0 ≤ y k₀ := norm_nonneg _
  constructor <;> nlinarith
```

The subtracted inequality is `h2`, the vanishing of the other overlaps is `hzero` (only \(x_k=0\) is needed), and `h5` is \(x_{k_0}y_{k_0}\ge1\). The name `maximiser_unique` refers to uniqueness up to phases: the theorem gives overlaps of modulus one, and the equality case of Cauchy–Schwarz then identifies \(a\) with \(u_{k_0}\) and \(b\) with \(v_{k_0}\) up to a phase each.

## The nearest product vector

Let \(a,b\) have any norms and put \(t=\|a\|\,\|b\|=\|a\otimes b\|\). Since the real part of the overlap is at most its modulus,

\[
\begin{aligned}
\|\psi-a\otimes b\|^2&=\|\psi\|^2-2\,\mathrm{Re}\langle a\otimes b,\psi\rangle+t^2\\
&\ge\|\psi\|^2-2s_{k_0}t+t^2
=\|\psi\|^2-s_{k_0}^2+(t-s_{k_0})^2 .
\end{aligned}
\]

Dropping the last square gives the lower bound \(\|\psi\|^2-s_{k_0}^2\). For the product vector \(s_{k_0}u_{k_0}\otimes v_{k_0}\), the overlap with \(\psi\) and the squared norm are both \(s_{k_0}^2\), so the squared distance is \(\|\psi\|^2-2s_{k_0}^2+s_{k_0}^2\), which equals the bound.

```lean
/-- For nonnegative coefficients with largest value `s k₀` and orthonormal families, the squared
distance from `ψ = ∑ k, s k • u k ⊗ v k` to any product vector is at least `‖ψ‖ ^ 2 - s k₀ ^ 2`,
and the product vector `(s k₀ • u k₀) ⊗ v k₀` attains this value. -/
theorem best_product_approximation {s : ι → ℝ} {u : ι → H} {v : ι → K} (hs : ∀ k, 0 ≤ s k)
    (hu : Orthonormal ℂ u) (hv : Orthonormal ℂ v) {k₀ : ι} (hmax : ∀ k, s k ≤ s k₀) :
    (∀ (a : H) (b : K), ‖schmidtVector s u v‖ ^ 2 - s k₀ ^ 2
      ≤ ‖schmidtVector s u v - a ⊗ₜ[ℂ] b‖ ^ 2) ∧
    ‖schmidtVector s u v - ((s k₀ : ℂ) • u k₀) ⊗ₜ[ℂ] v k₀‖ ^ 2
      = ‖schmidtVector s u v‖ ^ 2 - s k₀ ^ 2 := by
  constructor
  · intro a b
    have h := (RCLike.re_le_norm _).trans (norm_overlap_le hs hu hv hmax a b)
    rw [norm_sub_rev, norm_sub_sq (𝕜 := ℂ), TensorProduct.norm_tmul]
    -- complete the square in the norm of the product vector
    nlinarith [sq_nonneg (‖a‖ * ‖b‖ - s k₀)]
  · have hin : ⟪((s k₀ : ℂ) • u k₀) ⊗ₜ[ℂ] v k₀, schmidtVector s u v⟫_ℂ
        = ((s k₀ * s k₀ : ℝ) : ℂ) := by
      have h := inner_pair_schmidtVector s hu hv k₀
      rw [inner_product_schmidtVector] at h
      rw [inner_product_schmidtVector, Complex.ofReal_mul]
      nth_rewrite 3 [← h]
      rw [Finset.mul_sum]
      refine Finset.sum_congr rfl fun k _ => ?_
      rw [inner_smul_left, Complex.conj_ofReal]
      ring
    have hre : RCLike.re ((s k₀ * s k₀ : ℝ) : ℂ) = s k₀ * s k₀ := Complex.ofReal_re _
    rw [norm_sub_rev, norm_sub_sq (𝕜 := ℂ), hin, hre, TensorProduct.norm_tmul, norm_smul,
      hu.1 k₀, hv.1 k₀, Complex.norm_real, Real.norm_of_nonneg (hs k₀)]
    ring
```

In the first half, `norm_sub_sq` expands the distance and `nlinarith` completes the square. In the second, `hin` evaluates the overlap; the factor \(s_{k_0}\) is real, so conjugation does not change it when it is taken out of the first argument.

Every optimal product vector has norm \(s_{k_0}\), which for normalised \(\psi\) is smaller than \(1\) unless \(\psi\) is itself a product vector. For normalised \(\psi\) the least squared distance is \(1-s_{k_0}^2\); if the product vector must be normalised too, the same expansion gives \(2-2s_{k_0}\).

## Two qubits with coefficients 4/5 and 3/5

The state from the beginning has \(s_0=4/5\), \(s_1=3/5\) and the standard qubit basis on both sides. It is normalised, as \(16/25+9/25=1\). Its largest overlap with a normalised product state is \(4/5\), and its least squared distance to a product vector of any norm is \(9/25\). The last theorem checks the conditions behind these values: an orthonormal basis, nonnegative coefficients, and a positive, strictly largest first coefficient.

```lean
/-- The standard basis of a qubit is orthonormal, and the coefficients `4/5`, `3/5` are
nonnegative, with the first positive and strictly larger than the other. -/
theorem schmidt_witness :
    Orthonormal ℂ (EuclideanSpace.basisFun (Fin 2) ℂ) ∧
    (∀ k, 0 ≤ (![4 / 5, 3 / 5] : Fin 2 → ℝ) k) ∧
    0 < (![4 / 5, 3 / 5] : Fin 2 → ℝ) 0 ∧
    ∀ k, k ≠ 0 → (![4 / 5, 3 / 5] : Fin 2 → ℝ) k < (![4 / 5, 3 / 5] : Fin 2 → ℝ) 0 := by
  refine ⟨(EuclideanSpace.basisFun (Fin 2) ℂ).orthonormal, ?_, by norm_num, ?_⟩
  · intro k
    fin_cases k <;> norm_num
  · intro k hk
    fin_cases k
    · exact absurd rfl hk
    · norm_num

end SchmidtProductOverlap
```

```lean
#print axioms SchmidtProductOverlap.max_product_overlap
-- 'SchmidtProductOverlap.max_product_overlap' depends on axioms: [propext, Classical.choice, Quot.sound]
#print axioms SchmidtProductOverlap.maximiser_unique
-- 'SchmidtProductOverlap.maximiser_unique' depends on axioms: [propext, Classical.choice, Quot.sound]
#print axioms SchmidtProductOverlap.best_product_approximation
-- 'SchmidtProductOverlap.best_product_approximation' depends on axioms: [propext, Classical.choice, Quot.sound]
```
